# On a ring of N ≥ 3 orbitals with nearest-neighbour overlap, the limit of positive definiteness depends on the parity of N

The orbitals are labelled by the integers modulo N, written `ZMod N` in Lean, so that the site after the last one is the first and the ring closes without a special rule. Their overlap matrix S is given entry by entry: 1 on the diagonal, a real number s between neighbours, and 0 elsewhere. No orbital functions or integrals appear, and the zeros are an idealisation of overlaps that decay with distance.

Within this one-parameter model, the result says when S is positive definite, which is the condition for turning all N orbitals into N orthonormal ones in an electronic-structure calculation. For s > 0 the condition is s < 1/2 on an even ring and s < 1/(2 cos(π/N)) on an odd one.

## The matrix and its waves

```lean
import Mathlib

open Matrix

namespace RingOverlapParity

noncomputable section

/-- Overlap matrix of `N` normalised orbitals on a ring: unit diagonal, overlap `s` between
nearest neighbours, zero elsewhere. -/
def ringOverlap (N : ℕ) (s : ℝ) : Matrix (ZMod N) (ZMod N) ℝ :=
  Matrix.of fun i j => if i = j then 1 else if j = i + 1 ∨ i = j + 1 then s else 0
```

`ringOverlap N s` is S. The condition `j = i + 1 ∨ i = j + 1` says that j follows i or i follows j, with addition modulo N.

```lean
/-- The cosine wave with `k` periods around a ring of `N ≥ 1` sites. -/
def ringWave (N k : ℕ) : ZMod N → ℝ :=
  fun i => Real.cos (2 * Real.pi * k * i.val / N)
```

`ringWave N k` is the coefficient vector

c_k(i) = cos(2πki/N),

where `i.val` is the representative of i among 0, …, N−1. It is not normalised. For k < N its squared length is N if k = 0 or 2k = N, and N/2 otherwise.

```lean
/-- The phase factor of wave number `k` has real part `cos (2πk/N)`, and its sum with the
opposite phase factor is `2 cos (2πk/N)`. -/
theorem phase_cos {N : ℕ} [NeZero N] (k : ℕ) :
    (ZMod.stdAddChar (k : ZMod N)).re = Real.cos (2 * Real.pi * k / N) ∧
    ZMod.stdAddChar (k : ZMod N) + ZMod.stdAddChar (-(k : ZMod N))
      = ((2 * Real.cos (2 * Real.pi * k / N) : ℝ) : ℂ) := by
  have h1 : ZMod.stdAddChar (k : ZMod N)
      = Complex.exp (((2 * Real.pi * k / N : ℝ) : ℂ) * Complex.I) := by
    have h := ZMod.stdAddChar_coe (N := N) (k : ℤ)
    rw [Int.cast_natCast] at h
    rw [h]
    congr 1
    push_cast
    ring
  constructor
  · rw [h1, Complex.exp_ofReal_mul_I_re]
  · rw [AddChar.map_neg_eq_inv, h1, ← Complex.exp_neg, Complex.ofReal_mul,
      Complex.ofReal_cos, Complex.cos, neg_mul]
    push_cast
    ring
```

Write ω(a) = exp(2πI a/N), with I the imaginary unit; this is `ZMod.stdAddChar`. The theorem is Euler's formula in two forms:

Re ω(k) = cos(2πk/N),  ω(k) + ω(−k) = 2 cos(2πk/N).

## Action on coefficients

```lean
/-- On a ring of at least three orbitals, the overlap matrix adds to each coefficient `s` times
the sum of its two neighbours. -/
theorem ringOverlap_mulVec {N : ℕ} [NeZero N] (hN : 3 ≤ N) (s : ℝ) (x : ZMod N → ℝ)
    (i : ZMod N) : (ringOverlap N s *ᵥ x) i = x i + s * (x (i + 1) + x (i - 1)) := by
  -- the site and its two neighbours are distinct
  have h1 : (1 : ZMod N) ≠ 0 := by
    intro h
    have := Nat.le_of_dvd (by norm_num)
      ((CharP.cast_eq_zero_iff (ZMod N) N 1).mp (by exact_mod_cast h))
    omega
  have h2 : (2 : ZMod N) ≠ 0 := by
    intro h
    have := Nat.le_of_dvd (by norm_num)
      ((CharP.cast_eq_zero_iff (ZMod N) N 2).mp (by exact_mod_cast h))
    omega
  have entry : ∀ j, ringOverlap N s i j = (if j = i then 1 else 0)
      + s * ((if j = i + 1 then 1 else 0) + (if j = i - 1 then 1 else 0)) := by
    intro j
    have key : i = j + 1 ↔ j = i - 1 := by
      constructor <;> intro h <;> linear_combination (-1 : ZMod N) * h
    simp only [ringOverlap, Matrix.of_apply, key, eq_comm (a := i) (b := j)]
    by_cases c0 : j = i
    · have b1 : j ≠ i + 1 := fun h => h1 (by linear_combination c0 - h)
      have b2 : j ≠ i - 1 := fun h => h1 (by linear_combination h - c0)
      simp only [if_pos c0, if_neg b1, if_neg b2]
      ring
    · by_cases c1 : j = i + 1
      · have b2 : j ≠ i - 1 := fun h => h2 (by linear_combination h - c1)
        simp only [if_neg c0, if_pos c1, if_neg b2, if_pos (Or.inl c1 : j = i + 1 ∨ j = i - 1)]
        ring
      · by_cases c2 : j = i - 1
        · simp only [if_neg c0, if_neg c1, if_pos c2,
            if_pos (Or.inr c2 : j = i + 1 ∨ j = i - 1)]
          ring
        · simp only [if_neg c0, if_neg c1, if_neg c2, if_neg (not_or.mpr ⟨c1, c2⟩)]
          ring
  simp [Matrix.mulVec, dotProduct, entry, add_mul, mul_add, Finset.sum_add_distrib, ite_mul]
```

The brackets after a theorem's name hold its variables and assumptions, here among them `hN : 3 ≤ N`; what follows the colon after the last of these brackets is proved. The symbol `*ᵥ` is matrix times vector, so the statement reads

(Sx)_i = x_i + s(x_{i+1} + x_{i−1}).

This needs i, i+1 and i−1 to be distinct. They are, because N ≥ 3 divides neither 1 nor 2 (`h1`, `h2`). Then `entry` writes row i as three separate contributions, checked case by case, and summing over j gives the formula. For N = 2 the two neighbours coincide, and S is positive definite for |s| < 1 instead of |s| < 1/2.

## The spectrum

```lean
/-- On a ring of at least three orbitals, the overlap matrix multiplies the cosine wave with `k`
periods by `1 + 2 s cos (2πk/N)`. -/
theorem ringOverlap_wave {N : ℕ} [NeZero N] (hN : 3 ≤ N) (s : ℝ) (k : ℕ) :
    ringOverlap N s *ᵥ ringWave N k
      = (1 + 2 * s * Real.cos (2 * Real.pi * k / N)) • ringWave N k := by
  have hre : ∀ j : ZMod N, (ZMod.stdAddChar ((k : ZMod N) * j)).re = ringWave N k j := by
    intro j
    have h := (phase_cos (N := N) (k * j.val)).1
    simp only [Nat.cast_mul, ZMod.natCast_zmod_val] at h
    rw [h]
    simp only [ringWave]
    congr 1
    ring
  funext i
  have hc : ZMod.stdAddChar ((k : ZMod N) * (i + 1)) + ZMod.stdAddChar ((k : ZMod N) * (i - 1))
      = ((2 * Real.cos (2 * Real.pi * k / N) : ℝ) : ℂ) * ZMod.stdAddChar ((k : ZMod N) * i) := by
    rw [← (phase_cos (N := N) k).2, show (k : ZMod N) * (i + 1) = k * i + k by ring,
      show (k : ZMod N) * (i - 1) = k * i + -k by ring,
      AddChar.map_add_eq_mul, AddChar.map_add_eq_mul]
    ring
  have h := congrArg Complex.re hc
  rw [Complex.add_re, Complex.re_ofReal_mul, hre, hre, hre] at h
  rw [ringOverlap_mulVec hN, Pi.smul_apply, smul_eq_mul]
  linear_combination s * h
```

With θ = 2πk/N, the addition theorem gives

cos(θ(i+1)) + cos(θ(i−1)) = 2 cos θ cos(θi),

and therefore

S c_k = λ_k c_k,  λ_k = 1 + 2s cos(2πk/N).

Lean proves the same identity for ω(ki) in `hc` and takes real parts. Since ω is defined modulo N, the seam between sites N−1 and 0 needs no separate treatment.

```lean
/-- On a ring of at least three orbitals, every eigenvalue of the overlap matrix has the form
`1 + 2 s cos (2πk/N)` with `k < N`. -/
theorem eigenvalue_form {N : ℕ} [NeZero N] (hN : 3 ≤ N) {s μ : ℝ} {x : ZMod N → ℝ}
    (hx : x ≠ 0) (hμ : ringOverlap N s *ᵥ x = μ • x) :
    ∃ k < N, μ = 1 + 2 * s * Real.cos (2 * Real.pi * k / N) := by
  let X : ZMod N → ℂ := fun i => (x i : ℂ)
  -- some Fourier component of the eigenvector is nonzero
  have hF : ∃ k : ZMod N, ∑ j, ZMod.stdAddChar (-(j * k)) * X j ≠ 0 := by
    by_contra hall
    have h0 : ZMod.dft X = 0 := by
      funext k
      rw [ZMod.dft_apply]
      by_contra h
      exact hall ⟨k, h⟩
    have hX : X = 0 := ZMod.dft.map_eq_zero_iff.mp h0
    exact hx (funext fun j => by simpa [X] using congrFun hX j)
  obtain ⟨k, hk⟩ := hF
  -- translating the orbitals multiplies that component by a phase
  have shift : ∀ a : ZMod N, ∑ j, ZMod.stdAddChar (-(j * k)) * X (j + a)
      = ZMod.stdAddChar (a * k) * ∑ j, ZMod.stdAddChar (-(j * k)) * X j := by
    intro a
    rw [Finset.mul_sum, ← Equiv.sum_comp (Equiv.addRight a)
      (fun j => ZMod.stdAddChar (a * k) * (ZMod.stdAddChar (-(j * k)) * X j))]
    refine Finset.sum_congr rfl fun j _ => ?_
    simp only [Equiv.coe_addRight]
    rw [← mul_assoc, ← AddChar.map_add_eq_mul,
      show a * k + -((j + a) * k) = -(j * k) by ring]
  have hX : ∀ i, (μ : ℂ) * X i = X i + s * (X (i + 1) + X (i + -1)) := by
    intro i
    have h := congrFun hμ i
    rw [ringOverlap_mulVec hN, Pi.smul_apply, smul_eq_mul] at h
    simp only [X]
    rw [← sub_eq_add_neg]
    exact_mod_cast h.symm
  have hsum : (μ : ℂ) * ∑ j, ZMod.stdAddChar (-(j * k)) * X j
      = ∑ j, ZMod.stdAddChar (-(j * k)) * X j
        + s * (∑ j, ZMod.stdAddChar (-(j * k)) * X (j + 1)
          + ∑ j, ZMod.stdAddChar (-(j * k)) * X (j + -1)) := by
    simp only [← Finset.sum_add_distrib, Finset.mul_sum]
    refine Finset.sum_congr rfl fun j _ => ?_
    linear_combination ZMod.stdAddChar (-(j * k)) * hX j
  rw [shift, shift, one_mul, neg_one_mul] at hsum
  have hp := (phase_cos (N := N) k.val).2
  rw [ZMod.natCast_zmod_val] at hp
  refine ⟨k.val, ZMod.val_lt k, ?_⟩
  have hfin : (μ : ℂ) = 1 + s * ((2 * Real.cos (2 * Real.pi * k.val / N) : ℝ) : ℂ) := by
    apply mul_right_cancel₀ hk
    rw [← hp]
    linear_combination hsum
  have hr : μ = 1 + s * (2 * Real.cos (2 * Real.pi * k.val / N)) := by
    exact_mod_cast hfin
  rw [hr]
  ring
```

Conversely, let Sx = μx with x ≠ 0. The Fourier components

F_k = ∑_j ω(−jk) x_j

cannot all vanish, since the discrete Fourier transform is invertible. Choose k with F_k ≠ 0. Relabelling the sum (`shift`) gives

∑_j ω(−jk) x_{j+a} = ω(ak) F_k.

Multiply the eigenvalue equation at site j by ω(−jk) and sum over j (`hsum`):

μF_k = F_k + s(ω(k) + ω(−k))F_k = λ_k F_k.

Cancelling F_k leaves μ = λ_k. In the code `X` is x regarded as a complex vector.

```lean
/-- On a ring of at least three orbitals, the overlap matrix is positive definite exactly when
`1 + 2 s cos (2πk/N)` is positive for every `k < N`. -/
theorem posDef_iff_band {N : ℕ} [NeZero N] (hN : 3 ≤ N) (s : ℝ) :
    (ringOverlap N s).PosDef ↔
      ∀ k < N, 0 < 1 + 2 * s * Real.cos (2 * Real.pi * k / N) := by
  constructor
  · intro h k _
    have hw : ringWave N k ≠ 0 := fun h0 => by
      simpa [ringWave] using congrFun h0 0
    have hpos := h.dotProduct_mulVec_pos hw
    rw [ringOverlap_wave hN, dotProduct_smul, smul_eq_mul] at hpos
    have hn : 0 ≤ star (ringWave N k) ⬝ᵥ ringWave N k := by
      simp only [dotProduct, Pi.star_apply, star_trivial]
      exact Finset.sum_nonneg fun i _ => mul_self_nonneg _
    by_contra hc
    nlinarith [mul_nonneg (neg_nonneg.mpr (not_lt.mp hc)) hn]
  · intro h
    have hS : (ringOverlap N s).IsHermitian := by
      refine Matrix.IsHermitian.ext fun i j => ?_
      rw [star_trivial]
      simp only [ringOverlap, Matrix.of_apply, eq_comm (a := j) (b := i),
        or_comm (a := i = j + 1) (b := j = i + 1)]
    refine hS.posDef_iff_eigenvalues_pos.mpr fun i => ?_
    have hne : (hS.eigenvectorBasis i).ofLp ≠ 0 := fun h0 =>
      hS.eigenvectorBasis.orthonormal.ne_zero i (by ext j; exact congrFun h0 j)
    obtain ⟨k, hk, he⟩ := eigenvalue_form hN hne (hS.mulVec_eigenvectorBasis i)
    rw [he]
    exact h k hk
```

`PosDef` means that S is symmetric and xᵀSx > 0 for every x ≠ 0. If S is positive definite, inserting c_k, which equals 1 at site 0 and so is nonzero, gives

0 < c_kᵀ S c_k = λ_k c_kᵀc_k,

so λ_k > 0. In the other direction, a symmetric matrix is positive definite when all its eigenvalues are positive, and by the previous theorem each of them is some λ_k.

## Where parity enters

```lean
/-- On an odd ring, `N = 2m + 1`, the smallest value of `cos (2πk/N)` over `k < N` is
`-cos (π/N)`, and it is attained at `k = m`. -/
theorem odd_band_edge {N m : ℕ} (hm : N = 2 * m + 1) :
    Real.cos (2 * Real.pi * m / N) = -Real.cos (Real.pi / N) ∧
    ∀ k < N, -Real.cos (Real.pi / N) ≤ Real.cos (2 * Real.pi * k / N) := by
  have hc : (N : ℝ) = 2 * m + 1 := by exact_mod_cast hm
  have h0 : (0 : ℝ) < N := by rw [hc]; positivity
  constructor
  · have h : 2 * Real.pi * m / N = Real.pi - Real.pi / N := by
      rw [eq_sub_iff_add_eq, ← add_div, div_eq_iff h0.ne', hc]
      ring
    rw [h, Real.cos_pi_sub]
  · intro k hk
    have ht : 0 < Real.pi / N := div_pos Real.pi_pos h0
    have hπ : N * (Real.pi / N) = Real.pi := mul_div_cancel₀ _ h0.ne'
    rw [show 2 * Real.pi * k / N = 2 * k * (Real.pi / N) by ring]
    set t := Real.pi / N
    have hk0 : (0 : ℝ) ≤ k := Nat.cast_nonneg k
    -- the angle stays at least π/N away from π, on either side
    rcases Nat.lt_or_ge (2 * k) N with h | h
    · have h' : (2 * k + 1 : ℝ) ≤ N := by exact_mod_cast h
      have := Real.cos_le_cos_of_nonneg_of_le_pi ht.le
        (show Real.pi - 2 * k * t ≤ Real.pi by nlinarith [mul_nonneg hk0 ht.le])
        (by nlinarith [mul_nonneg (sub_nonneg.mpr h') ht.le])
      rw [Real.cos_pi_sub] at this
      linarith
    · have h' : (N + 1 : ℝ) ≤ 2 * k := by
        have : N + 1 ≤ 2 * k := by omega
        exact_mod_cast this
      have hk' : (k : ℝ) ≤ N := by exact_mod_cast hk.le
      have := Real.cos_le_cos_of_nonneg_of_le_pi ht.le
        (show 2 * k * t - Real.pi ≤ Real.pi by
          nlinarith [mul_nonneg (sub_nonneg.mpr hk') ht.le])
        (by nlinarith [mul_nonneg (sub_nonneg.mpr h') ht.le])
      rw [Real.cos_sub_pi] at this
      linarith
```

For N = 2m + 1,

2πm/N = π − π/N,  so cos(2πm/N) = −cos(π/N).

No other allowed angle does better. The distance of 2πk/N from π is

d = |2k − N| π/N,

and 2k − N is odd, so π/N ≤ d ≤ π. The cosine decreases on [0, π], hence cos(2πk/N) = −cos d ≥ −cos(π/N). The two branches of `rcases` are the angles below and above π.

```lean
/-- On an even ring of at least three orbitals, the overlap matrix is positive definite exactly
when `|s| < 1/2`. -/
theorem posDef_iff_even {N : ℕ} [NeZero N] (hN : 3 ≤ N) (he : Even N) (s : ℝ) :
    (ringOverlap N s).PosDef ↔ |s| < 1 / 2 := by
  rw [posDef_iff_band hN, abs_lt]
  constructor
  · intro h
    obtain ⟨r, hr⟩ := he
    have hc : (N : ℝ) = r + r := by exact_mod_cast hr
    have h0 : (N : ℝ) ≠ 0 := Nat.cast_ne_zero.mpr (by omega)
    have ha := h 0 (by omega)
    have hb := h r (by omega)
    have hang : 2 * Real.pi * r / N = Real.pi := by
      rw [div_eq_iff h0, hc]
      ring
    rw [hang, Real.cos_pi] at hb
    simp only [Nat.cast_zero, mul_zero, zero_div, Real.cos_zero] at ha
    constructor <;> linarith
  · rintro ⟨h1, h2⟩ k _
    have c1 := Real.neg_one_le_cos (2 * Real.pi * k / N)
    have c2 := Real.cos_le_one (2 * Real.pi * k / N)
    rcases le_total 0 s with hs | hs
    · nlinarith [mul_nonneg hs (sub_nonneg.mpr c1)]
    · nlinarith [mul_nonneg (neg_nonneg.mpr hs) (sub_nonneg.mpr c2)]
```

For N = 2r, the waves k = 0 and k = r have eigenvalues 1 + 2s and 1 − 2s. Both are positive exactly when |s| < 1/2, and then every λ_k ≥ 1 − 2|s| is positive too.

```lean
/-- On an odd ring of at least three orbitals, the overlap matrix is positive definite exactly
when `-1/2 < s < 1 / (2 cos (π/N))`. -/
theorem posDef_iff_odd {N : ℕ} [NeZero N] (hN : 3 ≤ N) (ho : Odd N) (s : ℝ) :
    (ringOverlap N s).PosDef ↔ -(1 / 2) < s ∧ s < 1 / (2 * Real.cos (Real.pi / N)) := by
  obtain ⟨m, hm⟩ := ho
  obtain ⟨hedge, hmin⟩ := odd_band_edge hm
  have h3 : (3 : ℝ) ≤ N := by exact_mod_cast hN
  have hC : 0 < Real.cos (Real.pi / N) := by
    apply Real.cos_pos_of_mem_Ioo
    constructor
    · have : 0 < Real.pi / N := div_pos Real.pi_pos (by linarith)
      linarith [Real.pi_pos]
    · rw [div_lt_iff₀ (by linarith)]
      nlinarith [Real.pi_pos]
  rw [posDef_iff_band hN, lt_div_iff₀ (by linarith)]
  constructor
  · intro h
    have ha := h 0 (by omega)
    have hb := h m (by omega)
    rw [hedge] at hb
    simp only [Nat.cast_zero, mul_zero, zero_div, Real.cos_zero] at ha
    constructor <;> linarith
  · rintro ⟨h1, h2⟩ k hk
    have c1 := hmin k hk
    have c2 := Real.cos_le_one (2 * Real.pi * k / N)
    rcases le_total 0 s with hs | hs
    · nlinarith [mul_nonneg hs (sub_nonneg.mpr c1)]
    · nlinarith [mul_nonneg (neg_nonneg.mpr hs) (sub_nonneg.mpr c2)]
```

On an odd ring, k = 0 again requires s > −1/2, while k = m requires

1 − 2s cos(π/N) > 0.

Since cos(π/N) > 0 for N ≥ 3, this is the stated upper bound. These two conditions suffice: the smallest eigenvalue is at k = m for s ≥ 0 and at k = 0 for s ≤ 0.

In the smallest case, N = 3, the eigenvalues are 1 + 2s, 1 − s and 1 − s, and the upper limit is s = 1. As odd N grows, the limit falls towards 1/2.

```lean
/-- For odd `N ≥ 3` and `1/2 < s < 1 / (2 cos (π/N))`, the overlap matrix of the ring of `N`
orbitals is positive definite, while that of the ring of `N + 1` orbitals is not. -/
theorem parity_effect {N : ℕ} [NeZero N] (hN : 3 ≤ N) (ho : Odd N) {s : ℝ}
    (h1 : 1 / 2 < s) (h2 : s < 1 / (2 * Real.cos (Real.pi / N))) :
    (ringOverlap N s).PosDef ∧ ¬ (ringOverlap (N + 1) s).PosDef := by
  refine ⟨(posDef_iff_odd hN ho s).mpr ⟨by linarith, h2⟩, fun h => ?_⟩
  have := (abs_lt.mp ((posDef_iff_even (by omega) ho.add_one s).mp h)).2
  linarith
```

For s between the two limits, adding one orbital to an odd ring destroys positive definiteness. Take s = 0.55. The smallest eigenvalue is about 0.11 for N = 5 and −0.10 for N = 6. Löwdin orthogonalisation, which forms S^(−1/2), scales the two lowest modes of the five-ring, which share one eigenvalue, by about 3.0; on the six-ring it would need the square root of a negative number. No set of real functions has an overlap matrix with a negative eigenvalue, so there the neglect of further overlaps is itself inconsistent.

```lean
/-- On an odd ring, `N = 2m + 1 ≥ 3`, with `2 s cos (π/N) = 1`, the cosine wave with `m` periods
is a nonzero null vector of the overlap matrix. -/
theorem odd_threshold_null {N m : ℕ} [NeZero N] (hN : 3 ≤ N) (hm : N = 2 * m + 1) {s : ℝ}
    (hs : 2 * s * Real.cos (Real.pi / N) = 1) :
    ringWave N m ≠ 0 ∧ ringOverlap N s *ᵥ ringWave N m = 0 := by
  constructor
  · intro h0
    simpa [ringWave] using congrFun h0 0
  · rw [ringOverlap_wave hN, (odd_band_edge hm).1,
      show 1 + 2 * s * -Real.cos (Real.pi / N) = 0 by linarith, zero_smul]

end

end RingOverlapParity
```

At the odd limit, 2s cos(π/N) = 1, the eigenvalue λ_m is zero and S c_m = 0. Normalised, this null vector is √(2/N) cos(2πmi/N); the sine wave with m periods is another. If orbitals φ_i have this overlap matrix, then

‖∑_i c_m(i) φ_i‖² = c_mᵀ S c_m = 0,

which is a linear dependence among them. For N = 3 this happens at s = 1, where the three normalised orbitals are identical and the coefficients (1, −1/2, −1/2) sum to zero.

```lean
#print axioms RingOverlapParity.ringOverlap_mulVec
#print axioms RingOverlapParity.parity_effect
#print axioms RingOverlapParity.odd_threshold_null
```

```
'RingOverlapParity.ringOverlap_mulVec' depends on axioms: [propext, Classical.choice, Quot.sound]
'RingOverlapParity.parity_effect' depends on axioms: [propext, Classical.choice, Quot.sound]
'RingOverlapParity.odd_threshold_null' depends on axioms: [propext, Classical.choice, Quot.sound]
```
